# An exponential nucleation transient lowers the inverse mean time but not the limiting tail slope

Take a sample whose nucleation rate, given that no nucleus has appeared yet, is $1-e^{-t}$, so that the steady rate and the relaxation time both equal 1. The probability of still having no nucleus at time $t$ is $S(t)=\exp(-(t-1+e^{-t}))$, whose integral over positive times is $e-1\approx1.72$ and not 1, while the slope of $-\ln S$ is $1-e^{-t}$ and tends to 1.

```lean
import Mathlib

open MeasureTheory Filter Set Topology

namespace TransientNucleation

noncomputable section

/-- Nucleation hazard at time `t ≥ 0`, with steady rate `J > 0` and relaxation time `τ > 0`. -/
def hazard (J τ t : ℝ) : ℝ := J * (1 - Real.exp (-t / τ))

/-- Probability that no nucleus has appeared up to time `t`: the exponential of minus the hazard
accumulated since time zero, for `J, τ > 0` and `t ≥ 0`. -/
def survival (J τ t : ℝ) : ℝ := Real.exp (-∫ s in (0 : ℝ)..t, hazard J τ s)

/-- Mean nucleation time, as the integral of the survival probability over positive times,
for `J, τ > 0`. -/
def meanTime (J τ : ℝ) : ℝ := ∫ t in Ioi (0 : ℝ), survival J τ t

/-- The hazard is a continuous function of time. -/
theorem continuous_hazard (J τ : ℝ) : Continuous (hazard J τ) := by
  unfold hazard
  fun_prop

/-- Closed form of the function `survival` for `τ ≠ 0`. -/
theorem survival_eq {τ : ℝ} (J : ℝ) (hτ : τ ≠ 0) (t : ℝ) :
    survival J τ t = Real.exp (-(J * (t - τ + τ * Real.exp (-t / τ)))) := by
  have hd : ∀ s ∈ uIcc 0 t,
      HasDerivAt (fun s => J * (s + τ * Real.exp (-s / τ))) (hazard J τ s) s := by
    intro s _
    have h1 : HasDerivAt (fun s : ℝ => -s / τ) (-1 / τ) s :=
      (hasDerivAt_id' s).fun_neg.div_const τ
    refine (((hasDerivAt_id' s).fun_add (h1.exp.const_mul τ)).const_mul J).congr_deriv ?_
    unfold hazard
    linear_combination (-J * Real.exp (-s / τ)) * mul_inv_cancel₀ hτ
  unfold survival
  rw [intervalIntegral.integral_eq_sub_of_hasDerivAt hd
    ((continuous_hazard J τ).intervalIntegrable 0 t)]
  congr 1
  rw [neg_zero, zero_div, Real.exp_zero]
  ring

/-- Rate equation: the time derivative of `survival` is minus `hazard` times `survival`. -/
theorem hasDerivAt_survival (J τ t : ℝ) :
    HasDerivAt (survival J τ) (-(hazard J τ t * survival J τ t)) t := by
  have h := ((continuous_hazard J τ).integral_hasStrictDerivAt 0 t).hasDerivAt
  refine h.fun_neg.exp.congr_deriv ?_
  unfold survival
  ring

/-- For `J, τ > 0` the survival probability never exceeds the steady-state exponential
delayed by `τ`. -/
theorem survival_le {J τ : ℝ} (hJ : 0 < J) (hτ : 0 < τ) (t : ℝ) :
    survival J τ t ≤ Real.exp (J * τ) * Real.exp (-J * t) := by
  rw [survival_eq J hτ.ne', ← Real.exp_add]
  apply Real.exp_le_exp.2
  nlinarith [mul_pos (mul_pos hJ hτ) (Real.exp_pos (-t / τ))]

/-- For `J, τ > 0` the survival probability is below one at every positive time. -/
theorem survival_lt_one {J τ t : ℝ} (hJ : 0 < J) (hτ : 0 < τ) (ht : 0 < t) :
    survival J τ t < 1 := by
  have h := mul_lt_mul_of_pos_left
    (Real.add_one_lt_exp (div_ne_zero (neg_ne_zero.2 ht.ne') hτ.ne')) hτ
  have h3 : τ * (-t / τ + 1) = -t + τ := by
    linear_combination (-t) * mul_inv_cancel₀ hτ.ne'
  have h4 : 0 < t - τ + τ * Real.exp (-t / τ) := by linarith
  rw [survival_eq J hτ.ne']
  apply Real.exp_lt_one_iff.2
  linarith [mul_pos hJ h4]

private theorem tendsto_decay {a : ℝ} (ha : 0 < a) :
    Tendsto (fun t : ℝ => Real.exp (-a * t)) atTop (𝓝 0) :=
  Real.tendsto_exp_atBot.comp (tendsto_id.const_mul_atTop_of_neg (neg_lt_zero.2 ha))

private theorem integral_pos_of_pos {f : ℝ → ℝ} (hf : IntegrableOn f (Ioi 0))
    (h : ∀ t, 0 < t → 0 < f t) : 0 < ∫ t in Ioi (0 : ℝ), f t := by
  have h0 : 0 ≤ᵐ[volume.restrict (Ioi (0 : ℝ))] f :=
    (ae_restrict_iff' measurableSet_Ioi).2 (Eventually.of_forall fun t ht => (h t ht).le)
  rw [setIntegral_pos_iff_support_of_nonneg_ae h0 hf]
  have hs : Ioi (0 : ℝ) ⊆ Function.support f ∩ Ioi 0 := fun t ht => ⟨(h t ht).ne', ht⟩
  exact lt_of_lt_of_le (by simp) (measure_mono hs)

private theorem integrable_survival {J τ : ℝ} (hJ : 0 < J) (hτ : 0 < τ) :
    IntegrableOn (survival J τ) (Ioi 0) ∧
      IntegrableOn (fun t => Real.exp (-t / τ) * survival J τ t) (Ioi 0) := by
  have hc : Continuous (survival J τ) :=
    continuous_iff_continuousAt.2 fun t => (hasDerivAt_survival J τ t).continuousAt
  have hS : IntegrableOn (survival J τ) (Ioi 0) := by
    refine Integrable.mono' (Integrable.const_mul (exp_neg_integrableOn_Ioi 0 hJ)
      (Real.exp (J * τ))) hc.aestronglyMeasurable (Eventually.of_forall fun t => ?_)
    have hp : 0 < survival J τ t := Real.exp_pos _
    rw [Real.norm_of_nonneg hp.le]
    exact survival_le hJ hτ t
  refine ⟨hS, Integrable.mono' hS (Continuous.aestronglyMeasurable (by fun_prop))
    ((ae_restrict_iff' measurableSet_Ioi).2 (Eventually.of_forall fun t ht => ?_))⟩
  have hp : 0 < survival J τ t := Real.exp_pos _
  have he : Real.exp (-t / τ) < 1 :=
    Real.exp_lt_one_iff.2 (div_neg_of_neg_of_pos (neg_lt_zero.2 ht) hτ)
  rw [Real.norm_of_nonneg (mul_pos (Real.exp_pos _) hp).le]
  nlinarith

/-- For `J, τ > 0` the mean nucleation time is `1/J` plus the integral of the survival
probability weighted with the decaying transient. -/
theorem meanTime_eq {J τ : ℝ} (hJ : 0 < J) (hτ : 0 < τ) :
    meanTime J τ = 1 / J + ∫ t in Ioi (0 : ℝ), Real.exp (-t / τ) * survival J τ t := by
  obtain ⟨hS, hE⟩ := integrable_survival hJ hτ
  have h1 := Integrable.const_mul hE J
  have h2 := Integrable.const_mul hS J
  have hlim : Tendsto (survival J τ) atTop (𝓝 0) := by
    have h := (tendsto_decay hJ).const_mul (Real.exp (J * τ))
    rw [mul_zero] at h
    exact squeeze_zero (fun t => (Real.exp_pos _).le) (survival_le hJ hτ) h
  -- integrate the rate equation from zero to infinity
  have key := integral_Ioi_of_hasDerivAt_of_tendsto' (a := 0) (f := survival J τ)
    (f' := fun t => J * (Real.exp (-t / τ) * survival J τ t) - J * survival J τ t)
    (fun t _ => (hasDerivAt_survival J τ t).congr_deriv (by unfold hazard; ring))
    (h1.sub h2) hlim
  have h0 : survival J τ 0 = 1 := by simp [survival]
  rw [integral_sub h1 h2, integral_const_mul, integral_const_mul, h0] at key
  have hJ' : J * (1 / J) = 1 := mul_one_div_cancel hJ.ne'
  unfold meanTime
  apply mul_left_cancel₀ hJ.ne'
  linear_combination -key - hJ'

/-- For `J, τ > 0` the mean nucleation time lies strictly between `1/J` and `1/J + τ`. -/
theorem meanTime_bounds {J τ : ℝ} (hJ : 0 < J) (hτ : 0 < τ) :
    1 / J < meanTime J τ ∧ meanTime J τ < 1 / J + τ := by
  obtain ⟨-, hE⟩ := integrable_survival hJ hτ
  have he : (fun t : ℝ => Real.exp (-t / τ)) = fun t => Real.exp (-τ⁻¹ * t) := by
    funext t
    congr 1
    ring
  have hT : IntegrableOn (fun t : ℝ => Real.exp (-t / τ)) (Ioi 0) := by
    rw [he]
    exact exp_neg_integrableOn_Ioi 0 (inv_pos.2 hτ)
  have hval : ∫ t in Ioi (0 : ℝ), Real.exp (-t / τ) = τ := by
    rw [he, integral_exp_mul_Ioi (neg_lt_zero.2 (inv_pos.2 hτ))]
    simp
  have hlow := integral_pos_of_pos hE fun t _ => mul_pos (Real.exp_pos _) (Real.exp_pos _)
  -- survival below one makes the weighted integral smaller than `τ`
  have hup : 0 < ∫ t in Ioi (0 : ℝ),
      (Real.exp (-t / τ) - Real.exp (-t / τ) * survival J τ t) :=
    integral_pos_of_pos (hT.sub hE) fun t ht => by
      nlinarith [Real.exp_pos (-t / τ), survival_lt_one hJ hτ ht]
  rw [integral_sub hT hE, hval] at hup
  rw [meanTime_eq hJ hτ]
  constructor <;> linarith

/-- For `τ > 0` the logarithm of `survival` approaches the straight line `-J t + J τ` at long times.
-/
theorem log_survival_tail (J : ℝ) {τ : ℝ} (hτ : 0 < τ) :
    Tendsto (fun t => Real.log (survival J τ t) + J * t) atTop (𝓝 (J * τ)) := by
  have h := ((tendsto_decay (inv_pos.2 hτ)).const_sub 1).const_mul (J * τ)
  rw [sub_zero, mul_one] at h
  refine h.congr fun t => ?_
  have he : -t / τ = -τ⁻¹ * t := by ring
  rw [survival_eq J hτ.ne', Real.log_exp, he]
  ring

/-- For `τ > 0`, the slope of `-ln S` between the times `t` and `t + d`, with fixed `d ≠ 0`,
tends to `J` at long times. -/
theorem tail_slope (J : ℝ) {τ d : ℝ} (hτ : 0 < τ) (hd : d ≠ 0) :
    Tendsto (fun t => (Real.log (survival J τ t) - Real.log (survival J τ (t + d))) / d)
      atTop (𝓝 J) := by
  have h := log_survival_tail J hτ
  have h' := h.comp (tendsto_atTop_add_const_right atTop d tendsto_id)
  have h2 := ((h.sub h').div_const d).add_const J
  rw [sub_self, zero_div, zero_add] at h2
  refine h2.congr fun t => ?_
  simp only [Function.comp_apply, id_eq]
  linear_combination (-J) * mul_inv_cancel₀ hd

/-- For `J, τ > 0` the inverse mean nucleation time lies strictly between `J / (1 + J τ)`
and `J`. -/
theorem inverse_meanTime_bounds {J τ : ℝ} (hJ : 0 < J) (hτ : 0 < τ) :
    J / (1 + J * τ) < 1 / meanTime J τ ∧ 1 / meanTime J τ < J := by
  obtain ⟨h1, h2⟩ := meanTime_bounds hJ hτ
  have hM : 0 < meanTime J τ := (one_div_pos.2 hJ).trans h1
  have hJ' : J * (1 / J) = 1 := mul_one_div_cancel hJ.ne'
  have h3 := mul_lt_mul_of_pos_left h1 hJ
  have h4 := mul_lt_mul_of_pos_left h2 hJ
  rw [mul_add, hJ'] at h4
  constructor
  · rw [div_lt_div_iff₀ (by positivity) hM]
    linarith
  · rw [div_lt_iff₀ hM]
    linarith

end

end TransientNucleation
```

```lean
#print axioms TransientNucleation.tail_slope
#print axioms TransientNucleation.inverse_meanTime_bounds
```

```
'TransientNucleation.tail_slope' depends on axioms: [propext, Classical.choice, Quot.sound]
'TransientNucleation.inverse_meanTime_bounds' depends on axioms: [propext, Classical.choice, Quot.sound]
```

The integral in this example follows from the substitution $u=e^{-t}$:

$$\int_0^\infty e\,e^{-t}\exp(-e^{-t})\,dt=e\int_0^1e^{-u}\,du=e-1 .$$

The inverse mean time is therefore about 0.58, although the steady rate is 1. The slow start lengthens the average wait, but at late times it survives only as a constant offset in $\ln S$, which a slope doesn't see.

## Two ways to read a rate from survival

For a steady rate $J$ and a relaxation time $\tau$, `hazard` is

$$h(t)=J\left(1-e^{-t/\tau}\right).$$

The function `survival` is defined from it as $S(t)=\exp(-\int_0^t h(s)\,ds)$, and `survival_eq` derives the closed form

$$S(t)=\exp\left[-J\left(t-\tau+\tau e^{-t/\tau}\right)\right].$$

The mean nucleation time `meanTime`, written $T$ here, is $\int_0^\infty S(t)\,dt$; in Lean the range of integration is `Ioi (0 : ℝ)`, the open half-line of positive times.

For $J,\tau>0$, `meanTime_bounds` states that

$$\frac1J<T<\frac1J+\tau,$$

and `inverse_meanTime_bounds` turns this into

$$\frac{J}{1+J\tau}<\frac1T<J .$$

The inverse mean time thus always underestimates $J$ in this model, and the bound on the relative error is governed by the dimensionless product $J\tau$.

The other two results concern late times, which Lean expresses by `Tendsto` along `atTop`. By `log_survival_tail`, $\ln S(t)+Jt$ tends to $J\tau$. By `tail_slope`, for every fixed $d\neq0$,

$$\frac{\ln S(t)-\ln S(t+d)}{d}\longrightarrow J .$$

Both need $\tau>0$ but put no condition on the sign of $J$. They are limits, so a slope measured over a finite window can still carry a remnant of the transient.

## The physics in the hazard

After a sudden quench, the population of subcritical clusters needs time to adjust to the new conditions. The hazard represents this adjustment by a single exponential: nucleation is impossible at $t=0$ and approaches the steady rate over a time $\tau$. This form is postulated and not derived from cluster kinetics, where several relaxation modes may contribute. The rate $J$ refers to the whole sample, so it has the dimension of an inverse time; for a uniform sample it is the nucleation rate per volume multiplied by the volume.

The file works with real functions and contains no random nucleation time. Reading $T$ as a mean waiting time uses the usual identity between the mean of a nonnegative random time and the integral of its survival probability. Sampling noise and the choice of a fitting window are also left aside.

For repeated nucleation simulations started from a quench, the result separates a lag-biased estimator from one whose lag bias vanishes at late times, provided that the hazard has this one-exponential form.

## From the hazard to the closed form

An antiderivative of the hazard is $J(s+\tau e^{-s/\tau})$. Taking its values at $t$ and at 0 gives

$$\int_0^t h(s)\,ds=J\left(t+\tau e^{-t/\tau}-\tau\right),$$

and the exponential of minus this is the closed form. The proof of `survival_eq` follows the same route: `hd` checks the derivative, and the fundamental theorem of calculus evaluates the integral. Conversely, differentiating the definition of $S$ gives the rate equation

$$S'(t)=-h(t)S(t),$$

which is `hasDerivAt_survival`. It relies on `continuous_hazard` and not on the closed form.

Two estimates follow for $J,\tau>0$. Since $J\tau e^{-t/\tau}$ is positive, omitting it from the exponent gives

$$S(t)\le e^{J\tau}e^{-Jt},$$

the content of `survival_le`. For $t>0$, the inequality $e^x>1+x$ at $x=-t/\tau$ gives $\tau e^{-t/\tau}>\tau-t$. The accumulated hazard is then positive, so $S(t)<1$; this is `survival_lt_one`.

## Integrating the rate equation over all times

Written out, the rate equation is

$$S'(t)=Je^{-t/\tau}S(t)-JS(t).$$

Survival starts at 1 and tends to 0. Integration over positive times therefore gives

$$-1=J\int_0^\infty e^{-t/\tau}S(t)\,dt-JT,$$

and division by $J$ yields the identity `meanTime_eq`:

$$T=\frac1J+\int_0^\infty e^{-t/\tau}S(t)\,dt .$$

The Mathlib theorem behind this step is `integral_Ioi_of_hasDerivAt_of_tendsto'`, the fundamental theorem of calculus on a half-line. It asks for three things: a derivative at every point from the starting point onwards, integrability of that derivative, and a limit of the function at infinity. It returns the integral of the derivative as the limit minus the initial value, here $0-1$.

Each input has its own source. The derivative comes from `hasDerivAt_survival`. Integrability comes from `integrable_survival`, which compares $S$ with the exponential bound and then uses $e^{-t/\tau}<1$ for the weighted function. The limit `hlim` follows by squeezing $S$ between 0 and the same bound, whose decay is supplied by `tendsto_decay`. The derivative is entered as a difference of two integrable terms, so `integral_sub` can split the result into the two integrals of the hand derivation.

## Why both bounds are strict

The remaining integral has a positive integrand, so it is positive and $T>1/J$. Because $S(t)<1$ for $t>0$, it is also smaller than

$$\int_0^\infty e^{-t/\tau}\,dt=\tau,$$

which gives $T<1/J+\tau$.

A pointwise strict inequality must become a strict inequality between integrals, and `integral_pos_of_pos` does this. An integrable function that is positive on all positive times has a support of positive measure there, hence a positive integral. The lemma is applied once to $e^{-t/\tau}S(t)$ and once to $e^{-t/\tau}-e^{-t/\tau}S(t)$.

Multiplying the bounds on $T$ by $J$ gives $1<JT<1+J\tau$. Since $T$ is positive, division gives the bounds on $1/T$; `inverse_meanTime_bounds` performs these divisions with `div_lt_div_iff₀` and `div_lt_iff₀`.

## The offset disappears from the slope

Taking the logarithm of the closed form gives

$$g(t):=\ln S(t)+Jt=J\tau\left(1-e^{-t/\tau}\right),$$

which tends to $J\tau$ because the exponential decays. In `log_survival_tail`, `tendsto_decay` is used with the rate $1/\tau$, and `Real.log_exp` removes the logarithm. The slope between two times is then

$$\frac{\ln S(t)-\ln S(t+d)}{d}=J+\frac{g(t)-g(t+d)}{d}.$$

Both values of $g$ approach the same limit, so their difference vanishes and $J$ remains. The proof of `tail_slope` subtracts the limit of the shifted function from the original one, divides by $d$ and adds $J$.

The closed form needs only $\tau\neq0$, but that condition is too weak for the tail result. With $J=1$ and $\tau=-1$, the same formula gives $\ln S(t)+t=e^t-1$, which grows without bound instead of approaching $J\tau=-1$. The supposed transient then grows with time and never relaxes. This is a purely mathematical counter-example: at positive times its hazard is negative and $S$ exceeds 1, so it describes no nucleation process.
